# Only Γ is fixed by a threefold rotation combined with time reversal on a Γ-centred k-mesh

The declaration concerns k-points with integer coordinates (a, b) modulo N, on which a threefold rotation followed by time reversal acts as (a, b) ↦ (b, b − a). It states that a k-point is unchanged by this operation exactly when it is Γ, that is k = 0, and that the same holds for the operation's fifth power, (a, b) ↦ (a − b, a). This is a statement about the mesh alone, with no Hamiltonian or electronic states involved, and it holds for every natural number N, where N = 0 means the infinite mesh of integer pairs. The proof splits k into its coordinates, inserts the explicit formulas for the two powers, and tries to turn each equation between pairs into equations between coordinates, to be settled by linear algebra.

As first written in Lean, the proof fails:

```lean
import Mathlib

namespace ThreefoldTimeReversalMesh

noncomputable section

/-- The Γ-centred N × N mesh of k-points, in integer coordinates modulo N. -/
abbrev KMesh (N : ℕ) := ZMod N × ZMod N

/-- The threefold rotation (a, b) ↦ (-b, a - b) of the mesh. -/
def rotation (N : ℕ) : Equiv.Perm (KMesh N) where
  toFun k := (-k.2, k.1 - k.2)
  invFun k := (k.2 - k.1, -k.1)
  left_inv := fun ⟨a, b⟩ => Prod.ext (by simp) (by simp)
  right_inv := fun ⟨a, b⟩ => Prod.ext (by simp) (by simp)

/-- Time reversal k ↦ -k on the mesh. -/
def timeReversal (N : ℕ) : Equiv.Perm (KMesh N) where
  toFun k := -k
  invFun k := -k
  left_inv := fun k => neg_neg k
  right_inv := fun k => neg_neg k

/-- The threefold rotation followed by time reversal. -/
def sixfold (N : ℕ) : Equiv.Perm (KMesh N) := timeReversal N * rotation N

/-- The action of the first six powers of the combined operation on a k-point. -/
theorem sixfold_pow (N : ℕ) (a b : ZMod N) :
    (sixfold N ^ 1) (a, b) = (b, b - a) ∧ (sixfold N ^ 2) (a, b) = (b - a, -a) ∧
    (sixfold N ^ 3) (a, b) = (-a, -b) ∧ (sixfold N ^ 4) (a, b) = (-b, a - b) ∧
    (sixfold N ^ 5) (a, b) = (a - b, a) ∧ (sixfold N ^ 6) (a, b) = (a, b) := by
  have h : ∀ x y : ZMod N, sixfold N (x, y) = (y, y - x) := by
    intro x y
    show ((- -y, -(x - y)) : ZMod N × ZMod N) = (y, y - x)
    congr 1 <;> ring
  refine ⟨?_, ?_, ?_, ?_, ?_, ?_⟩ <;>
    simp only [pow_succ, pow_zero, one_mul, Equiv.Perm.mul_apply, h] <;>
    congr 1 <;> ring

/-- The sixfold operation and its fifth power each leave only Γ (k = 0) fixed. -/
theorem sixfold_fixes_only_gamma (N : ℕ) (k : KMesh N) :
    ((sixfold N ^ 1) k = k ↔ k = 0) ∧ ((sixfold N ^ 5) k = k ↔ k = 0) := by
  obtain ⟨a, b⟩ := k
  rw [(sixfold_pow N a b).1, (sixfold_pow N a b).2.2.2.2.1, Prod.mk.injEq, Prod.mk.injEq,
    Prod.mk_eq_zero]
  refine ⟨⟨fun ⟨h1, h2⟩ => ⟨?_, ?_⟩, ?_⟩, ⟨fun ⟨h1, h2⟩ => ⟨?_, ?_⟩, ?_⟩⟩
  · linear_combination -h2
  · linear_combination h1 - h2
  · rintro ⟨rfl, rfl⟩
    simp
  · linear_combination h2 - h1
  · linear_combination -h1
  · rintro ⟨rfl, rfl⟩
    simp

end

end ThreefoldTimeReversalMesh
```

The error:

```
Main.lean:45:4: error: Tactic `rewrite` failed: Did not find an occurrence of the pattern
  (?m.74, ?m.75) = 0
in the target expression
  (b = a ∧ b - a = b ↔ a = 0.1 ∧ b = 0.2) ∧ ((a - b, a) = (a, b) ↔ a = 0.1 ∧ b = 0.2)

N : ℕ
a b : ZMod N
⊢ (b = a ∧ b - a = b ↔ a = 0.1 ∧ b = 0.2) ∧ ((a - b, a) = (a, b) ↔ a = 0.1 ∧ b = 0.2)
```

What went wrong. The message says that `rw` found no equation of the form `(_, _) = 0` when it reached `Prod.mk_eq_zero`. The goal it prints shows why: both copies of `(a, b) = 0` had already become `a = 0.1 ∧ b = 0.2`, while `(a - b, a) = (a, b)` was still untouched.

The second `Prod.mk.injEq` was needed for that last equation, but it matched `(a, b) = 0` instead. The lemma expects a pair on each side, and Lean can read the zero of a product type as the pair of its components, `0.1` and `0.2`. Once the pattern was fixed in this way, `rw` rewrote both copies.

The repair only changes the order. `Prod.mk_eq_zero` now comes first and turns both copies of `(a, b) = 0` into `a = 0 ∧ b = 0`. The two uses of `Prod.mk.injEq` then have only the two intended equations between pairs to act on, one each.

After these edits no error is left:

```diff
@@ -42,6 +42,6 @@
     ((sixfold N ^ 1) k = k ↔ k = 0) ∧ ((sixfold N ^ 5) k = k ↔ k = 0) := by
   obtain ⟨a, b⟩ := k
-  rw [(sixfold_pow N a b).1, (sixfold_pow N a b).2.2.2.2.1, Prod.mk.injEq, Prod.mk.injEq,
-    Prod.mk_eq_zero]
+  rw [(sixfold_pow N a b).1, (sixfold_pow N a b).2.2.2.2.1, Prod.mk_eq_zero,
+    Prod.mk.injEq, Prod.mk.injEq]
   refine ⟨⟨fun ⟨h1, h2⟩ => ⟨?_, ?_⟩, ?_⟩, ⟨fun ⟨h1, h2⟩ => ⟨?_, ?_⟩, ?_⟩⟩
   · linear_combination -h2
```
